# The committor minimizes the Dirichlet energy of a finite reversible Markov chain at fixed boundary values

The committor can be introduced through trajectories, as the probability of reaching a product set $B$ before a reactant set $A$, or through the linear equations that this probability satisfies. The Lean file below takes the equations: a committor is any real function on the states that is 0 on $A$, 1 on $B$, and equal to its own one-step average everywhere else.

A definition through trajectories would require a probability space of paths and a proof that the hitting probability obeys these equations. In return it would supply existence for disjoint $A$ and $B$, and it would single out one function even where the equations have several solutions. With the equations as the definition, the minimum principle below assumes that a solution $q$ is given and holds for every such solution.

## States, weights and boundary values

```lean
import Mathlib

open Finset

namespace CommittorDirichletPrinciple

noncomputable section

variable {ι : Type*} [Fintype ι]
```

The letter `ι` stands for the set of states, and `Fintype ι` says that it is finite. Functions on the states have type `ι → ℝ`. Continuous configuration spaces are not covered.

```lean
/-- A stochastic matrix `P` that satisfies detailed balance with positive weights `π`. -/
structure IsReversible (π : ι → ℝ) (P : Matrix ι ι ℝ) : Prop where
  pos : ∀ i, 0 < π i
  nonneg : ∀ i j, 0 ≤ P i j
  row_sum : ∀ i, ∑ j, P i j = 1
  balance : ∀ i j, π i * P i j = π j * P j i
```

A `structure` with values in `Prop` is a named list of conditions. Here $P_{ij}$ is the probability of a step from $i$ to $j$, so its entries are nonnegative and each row sums to one. The weights $\pi_i$ are positive and satisfy detailed balance,
$$\pi_i P_{ij} = \pi_j P_{ji}.$$
Physically, each transition is as frequent as its reverse at equilibrium. The weights need not sum to one, so unnormalized Boltzmann factors are allowed; rescaling $\pi$ rescales all energies below by the same factor.

```lean
/-- A trial function with the boundary values 0 on `A` and 1 on `B`. -/
structure IsTrial (A B : Finset ι) (h : ι → ℝ) : Prop where
  zero : ∀ i, i ∈ A → h i = 0
  one : ∀ i, i ∈ B → h i = 1
```

`A` and `B` are finite sets of states, and a trial function $h$ has $h=0$ on $A$ and $h=1$ on $B$. A state in both sets would need both values, so the existence of a trial function already makes $A$ and $B$ disjoint.

```lean
/-- The committor equations: boundary values 0 on `A` and 1 on `B`, and `q = P q` at all
other states. -/
structure IsCommittor (P : Matrix ι ι ℝ) (A B : Finset ι) (q : ι → ℝ) : Prop
    extends IsTrial A B q where
  harmonic : ∀ i, i ∉ A → i ∉ B → q i = ∑ j, P i j * q j
```

The word `extends` means that a committor is a trial function with one more property. For $i \notin A \cup B$,
$$q_i = \sum_j P_{ij} q_j .$$
Write $(Pq)_i$ for the right-hand side.

## Energy and summation by parts

```lean
/-- The Dirichlet energy `(1/2) ∑ π_i P_ij (h_i - h_j)²`. -/
def energy (π : ι → ℝ) (P : Matrix ι ι ℝ) (h : ι → ℝ) : ℝ :=
  1 / 2 * ∑ i, ∑ j, π i * P i j * (h i - h j) ^ 2
```

This is the quantity to be minimized,
$$E(h) = \tfrac12 \sum_{i,j} \pi_i P_{ij} (h_i-h_j)^2 .$$
The factor $\tfrac12$ compensates for counting each pair of states twice. Despite its name, $E$ is not a potential energy: it measures how strongly $h$ changes across frequent transitions.

```lean
/-- The bilinear Dirichlet form `(1/2) ∑ π_i P_ij (f_i - f_j) (g_i - g_j)`. -/
def form (π : ι → ℝ) (P : Matrix ι ι ℝ) (f g : ι → ℝ) : ℝ :=
  1 / 2 * ∑ i, ∑ j, π i * P i j * ((f i - f j) * (g i - g j))
```

The corresponding bilinear form is
$$D(f,g) = \tfrac12 \sum_{i,j} \pi_i P_{ij} (f_i-f_j)(g_i-g_j), \qquad D(h,h)=E(h).$$

```lean
/-- Summation by parts: for a reversible chain the Dirichlet form of `f` and `g` is the
`π`-weighted inner product of `f` with `g - P g`. -/
theorem form_eq_sum {π : ι → ℝ} {P : Matrix ι ι ℝ} (hR : IsReversible π P) (f g : ι → ℝ) :
    form π P f g = ∑ i, π i * f i * (g i - ∑ j, P i j * g j) := by
  -- detailed balance allows the two ends of each edge to be exchanged
  have swap : ∑ i, ∑ j, π i * P i j * (f j * (g j - g i))
      = ∑ i, ∑ j, π i * P i j * (f i * (g i - g j)) := by
    rw [Finset.sum_comm]
    refine Finset.sum_congr rfl fun i _ => Finset.sum_congr rfl fun j _ => ?_
    rw [hR.balance j i]
  have expand : ∑ i, ∑ j, π i * P i j * ((f i - f j) * (g i - g j))
      = ∑ i, ∑ j, π i * P i j * (f i * (g i - g j))
        + ∑ i, ∑ j, π i * P i j * (f j * (g j - g i)) := by
    simp only [← Finset.sum_add_distrib]
    refine Finset.sum_congr rfl fun i _ => Finset.sum_congr rfl fun j _ => ?_
    ring
  -- the rows of `P` sum to one
  have row : ∀ i, ∑ j, π i * P i j * (f i * (g i - g j))
      = π i * f i * (g i - ∑ j, P i j * g j) := by
    intro i
    calc ∑ j, π i * P i j * (f i * (g i - g j))
        = ∑ j, (π i * f i * g i * P i j - π i * f i * (P i j * g j)) :=
          Finset.sum_congr rfl fun j _ => by ring
      _ = π i * f i * (g i - ∑ j, P i j * g j) := by
          rw [Finset.sum_sub_distrib, ← Finset.mul_sum, ← Finset.mul_sum, hR.row_sum]
          ring
  unfold form
  rw [expand, swap]
  simp only [row]
  ring
```

In a theorem, the part before the final colon lists the data and hypotheses, and the part after it is the claim. Here `hR` is the hypothesis that the chain is reversible, and the claim is
$$D(f,g) = \sum_i \pi_i f_i\,\bigl(g_i-(Pg)_i\bigr).$$

By hand, split the product:
$$(f_i-f_j)(g_i-g_j) = f_i(g_i-g_j) + f_j(g_j-g_i).$$
In the sum over the second term, exchange the names $i$ and $j$. It becomes $\sum_{i,j}\pi_jP_{ji}f_i(g_i-g_j)$, which by detailed balance equals the sum over the first term. The two equal sums cancel the factor $\tfrac12$, leaving
$$D(f,g)=\sum_{i,j}\pi_iP_{ij}f_i(g_i-g_j).$$
Since $\sum_j P_{ij}=1$, the sum over $j$ gives the claim.

The Lean proof names these steps `expand`, `swap` and `row`. The tactic `rw` rewrites with an equation, and `ring` checks identities of ordinary algebra.

```lean
/-- The energy along a line `f + t g` is a quadratic polynomial in `t`. -/
theorem energy_add (π : ι → ℝ) (P : Matrix ι ι ℝ) (f g : ι → ℝ) (t : ℝ) :
    energy π P (fun i => f i + t * g i)
      = energy π P f + 2 * t * form π P g f + t ^ 2 * energy π P g := by
  unfold energy form
  simp only [Finset.mul_sum, ← Finset.sum_add_distrib]
  refine Finset.sum_congr rfl fun i _ => Finset.sum_congr rfl fun j _ => ?_
  ring
```

Expanding the square of $(f_i-f_j)+t(g_i-g_j)$ under the sum gives
$$E(f+tg) = E(f) + 2t\,D(g,f) + t^2E(g).$$
Lean compares the two sides term by term. This identity needs no property of $\pi$ or $P$.

```lean
/-- The Dirichlet energy of a reversible chain is nonnegative. -/
theorem energy_nonneg {π : ι → ℝ} {P : Matrix ι ι ℝ} (hR : IsReversible π P) (h : ι → ℝ) :
    0 ≤ energy π P h := by
  unfold energy
  refine mul_nonneg (by norm_num) (Finset.sum_nonneg fun i _ => Finset.sum_nonneg fun j _ => ?_)
  exact mul_nonneg (mul_nonneg (hR.pos i).le (hR.nonneg i j)) (sq_nonneg _)
```

For a reversible chain, every term of $E(h)$ is a product of nonnegative factors, so $E(h)\ge 0$.

## The minimum and its value

```lean
/-- The energy of a trial function is the energy of the committor plus the energy of the
deviation from it. -/
theorem energy_eq_add_deviation {π : ι → ℝ} {P : Matrix ι ι ℝ} {A B : Finset ι} {q h : ι → ℝ}
    (hR : IsReversible π P) (hq : IsCommittor P A B q) (hh : IsTrial A B h) :
    energy π P h = energy π P q + energy π P (fun i => h i - q i) := by
  -- the deviation vanishes on `A` and `B`, and `q - P q` vanishes elsewhere
  have cross : form π P (fun i => h i - q i) q = 0 := by
    rw [form_eq_sum hR]
    refine Finset.sum_eq_zero fun i _ => ?_
    by_cases hA : i ∈ A
    · rw [hh.zero i hA, hq.zero i hA]; ring
    · by_cases hB : i ∈ B
      · rw [hh.one i hB, hq.one i hB]; ring
      · rw [← hq.harmonic i hA hB]; ring
  have key : energy π P h = energy π P q + 2 * 1 * form π P (fun i => h i - q i) q
      + 1 ^ 2 * energy π P (fun i => h i - q i) := by
    rw [← energy_add]
    congr 1
    funext i
    simp
  rw [key, cross]
  ring
```

This theorem and the four that follow assume a reversible chain, through the hypothesis `hR`. For a committor $q$ and any trial function $h$, the energy then splits as
$$E(h) = E(q) + E(h-q).$$

To see this, set $f=q$, $g=h-q$ and $t=1$ in the quadratic identity. The cross term is $2D(h-q,q)$, and summation by parts turns it into
$$2\sum_i \pi_i (h_i-q_i)\bigl(q_i-(Pq)_i\bigr).$$
On $A$ and $B$ the first bracket vanishes, because $h$ and $q$ share their boundary values. Elsewhere the second vanishes by the committor equation. The Lean fact `cross` makes exactly this distinction, with `by_cases` asking first whether $i$ lies in $A$ and then whether it lies in $B$.

```lean
/-- The Dirichlet energy of the committor is `∑ π_a P_aj q_j`, summed over `a` in `A` and
all states `j`. -/
theorem energy_committor {π : ι → ℝ} {P : Matrix ι ι ℝ} {A B : Finset ι} {q : ι → ℝ}
    (hR : IsReversible π P) (hq : IsCommittor P A B q) :
    energy π P q = ∑ a ∈ A, ∑ j, π a * P a j * q j := by
  -- the form sees only differences, so one factor `q` may be replaced by `q - 1`
  have shift : energy π P q = form π P (fun i => q i - 1) q := by
    unfold energy form
    congr 1
    refine Finset.sum_congr rfl fun i _ => Finset.sum_congr rfl fun j _ => ?_
    ring
  have onA : ∑ a ∈ A, ∑ j, π a * P a j * q j
      = ∑ a ∈ A, π a * (q a - 1) * (q a - ∑ j, P a j * q j) := by
    refine Finset.sum_congr rfl fun a ha => ?_
    rw [hq.zero a ha]
    simp only [mul_assoc, ← Finset.mul_sum]
    ring
  rw [shift, form_eq_sum hR, onA]
  symm
  refine Finset.sum_subset (Finset.subset_univ A) fun i _ hA => ?_
  by_cases hB : i ∈ B
  · rw [hq.one i hB]; ring
  · rw [← hq.harmonic i hA hB]; ring
```

The energy of a committor reduces to a sum over steps out of states in $A$:
$$E(q) = \sum_{a\in A}\sum_j \pi_a P_{aj}q_j .$$

The form $D$ contains only differences, so subtracting the constant 1 in one slot changes nothing. Therefore
$$E(q)=D(q-1,q)=\sum_i \pi_i(q_i-1)\bigl(q_i-(Pq)_i\bigr).$$
States in $B$ drop out because $q_i=1$, and states outside $A\cup B$ drop out by the committor equation. For $a\in A$ we have $q_a=0$, and the term is $\pi_a(-1)(-(Pq)_a)=\pi_a\sum_jP_{aj}q_j$. In Lean, `shift` is the subtraction of 1, `onA` rewrites the terms on $A$, and `Finset.sum_subset` discards the vanishing terms.

```lean
/-- **Dirichlet principle.** Among all functions equal to 0 on `A` and 1 on `B`, the committor
has the least Dirichlet energy, and the minimum is `∑ π_a P_aj q_j` over `a` in `A` and all `j`. -/
theorem dirichlet_principle {π : ι → ℝ} {P : Matrix ι ι ℝ} {A B : Finset ι} {q : ι → ℝ}
    (hR : IsReversible π P) (hq : IsCommittor P A B q) :
    (∀ h, IsTrial A B h → energy π P q ≤ energy π P h) ∧
      energy π P q = ∑ a ∈ A, ∑ j, π a * P a j * q j := by
  refine ⟨fun h hh => ?_, energy_committor hR hq⟩
  have h1 := energy_eq_add_deviation hR hq hh
  have h2 := energy_nonneg hR (fun i => h i - q i)
  linarith
```

The symbol `∧` means "and". The first half says $E(q)\le E(h)$ for every trial function $h$, which follows from the splitting and $E(h-q)\ge0$; `linarith` combines these two facts. The second half is the value just computed. Since $q$ is itself a trial function, the bound is attained.

If the weights are normalized and $q$ is the hitting probability, this value is the equilibrium frequency, per time step, of departures from $A$ that reach $B$ before returning to $A$.

In a calculation with a finite reversible Markov state model, $q$ can be found by solving the linear committor equations. The variational form is useful when $q$ is represented by a parametrized function with the boundary values built in. With normalized weights, $E(h)$ is the equilibrium average of $\tfrac12\bigl(h(X_n)-h(X_{n+1})\bigr)^2$, where $X_n$ is the state at step $n$. It can therefore be estimated as a loss function from pairs of successive frames, without constructing $P$, provided that the first frame of each pair is distributed according to $\pi$. The committor approximated in this way belongs to the chain whose time step is the interval between frames, and this chain does not register visits to $A$ or $B$ between frames.

## From a minimizer back to the equations

```lean
/-- Converse: a trial function of least Dirichlet energy solves the committor equations. -/
theorem committor_of_minimizer {π : ι → ℝ} {P : Matrix ι ι ℝ} {A B : Finset ι} {h : ι → ℝ}
    (hR : IsReversible π P) (hh : IsTrial A B h)
    (hmin : ∀ g, IsTrial A B g → energy π P h ≤ energy π P g) : IsCommittor P A B h := by
  classical
  refine ⟨hh, fun k hA hB => ?_⟩
  -- vary the value at the single state `k`
  let g : ι → ℝ := fun i => if i = k then 1 else 0
  have hc : form π P g h = π k * (h k - ∑ j, P k j * h j) := by
    rw [form_eq_sum hR]
    simp [g]
  have trial : ∀ t : ℝ, IsTrial A B (fun i => h i + t * g i) := by
    intro t
    constructor
    · intro i hi
      have hik : i ≠ k := fun e => hA (e ▸ hi)
      simp [g, hik, hh.zero i hi]
    · intro i hi
      have hik : i ≠ k := fun e => hB (e ▸ hi)
      simp [g, hik, hh.one i hi]
  have he := energy_nonneg hR g
  have var : ∀ t : ℝ, 0 ≤ 2 * t * form π P g h + t ^ 2 * energy π P g := by
    intro t
    have h1 := hmin _ (trial t)
    rw [energy_add] at h1
    linarith
  -- a quadratic without constant term is nonnegative only if its linear term vanishes
  have hzero : form π P g h = 0 := by
    generalize form π P g h = c at var
    generalize energy π P g = e at var he
    by_contra hne
    have hpos : 0 < e + 1 := by linarith
    obtain ⟨s, hs0, hs⟩ : ∃ s : ℝ, 0 < s ∧ s * (e + 1) = 1 :=
      ⟨(e + 1)⁻¹, inv_pos.mpr hpos, inv_mul_cancel₀ hpos.ne'⟩
    have h1 := var (-c * s)
    have h2 : 2 * (-c * s) * c + (-c * s) ^ 2 * e = -(c ^ 2 * s) - c ^ 2 * s ^ 2 := by
      linear_combination c ^ 2 * s * hs
    have h3 : 0 < c ^ 2 * s := by positivity
    have h4 : 0 ≤ c ^ 2 * s ^ 2 := by positivity
    linarith
  rw [hc] at hzero
  rcases mul_eq_zero.mp hzero with h0 | h0
  · exact absurd h0 (hR.pos k).ne'
  · linarith
```

Conversely, suppose that a trial function $h$ has the least energy among all trial functions. Choose a state $k$ outside $A\cup B$, and let $g$ be 1 at $k$ and 0 elsewhere. Then $h+tg$ is a trial function for every real $t$, so minimality gives
$$0\le 2tc+t^2e, \qquad c=D(g,h),\quad e=E(g)\ge0 .$$

Put $s=1/(e+1)$ and $t=-cs$. Since $se=1-s$, the right-hand side becomes
$$-2c^2s+c^2s^2e=-c^2s-c^2s^2,$$
which is negative unless $c=0$. Summation by parts gives $c=\pi_k\bigl(h_k-(Ph)_k\bigr)$, and $\pi_k>0$ leaves $h_k=(Ph)_k$.

In the code, `trial` checks the boundary values, `var` is the inequality in $t$, and `hzero` is the conclusion $c=0$, reached by contradiction through `by_contra`.

```lean
/-- A trial function attains the energy of the committor exactly when it solves the committor
equations itself. -/
theorem energy_eq_iff {π : ι → ℝ} {P : Matrix ι ι ℝ} {A B : Finset ι} {q h : ι → ℝ}
    (hR : IsReversible π P) (hq : IsCommittor P A B q) (hh : IsTrial A B h) :
    energy π P h = energy π P q ↔ IsCommittor P A B h := by
  constructor
  · intro e
    refine committor_of_minimizer hR hh fun g hg => ?_
    rw [e]
    exact (dirichlet_principle hR hq).1 g hg
  · intro hc
    exact le_antisymm ((dirichlet_principle hR hc).1 q hq.toIsTrial)
      ((dirichlet_principle hR hq).1 h hh)
```

Given a committor $q$, a trial function $h$ satisfies $E(h)=E(q)$ exactly when $h$ also solves the committor equations. In one direction, equal energy makes $h$ a minimizer, and the preceding theorem applies. In the other, two committors each have energy no greater than the other's.

This does not make $q$ unique. If some states form a closed group that never reaches $A$ or $B$, a constant can be added to $q$ on that group without changing the energy or violating the equations.

## A chain of three states

```lean
/-- Transition matrix of a three-state chain with hops between neighbouring states. -/
def hopP : Matrix (Fin 3) (Fin 3) ℝ := !![1/2, 1/2, 0; 1/4, 1/2, 1/4; 0, 1/2, 1/2]
```

`Fin 3` has the elements 0, 1 and 2. The chain hops between neighbours and may also stay where it is.

```lean
/-- The weights 1/4, 1/2, 1/4 on the three states. -/
def hopPi : Fin 3 → ℝ := ![1/4, 1/2, 1/4]
```

The weights are $\pi=(\tfrac14,\tfrac12,\tfrac14)$, which are normalized.

```lean
/-- The function with values 0, 1/2, 1 on the three states. -/
def hopQ : Fin 3 → ℝ := ![0, 1/2, 1]
```

The proposed committor is $q=(0,\tfrac12,1)$.

```lean
/-- The three-state chain is reversible, `hopQ` is its committor from the first to the last
state, and the Dirichlet energy of `hopQ` is 1/16. -/
theorem dirichlet_principle_witness :
    IsReversible hopPi hopP ∧ IsCommittor hopP {0} {2} hopQ ∧ energy hopPi hopP hopQ = 1 / 16 := by
  -- the entries of the chain, and case distinction over the three states
  have hP : hopP 0 0 = 1/2 ∧ hopP 0 1 = 1/2 ∧ hopP 0 2 = 0 ∧ hopP 1 0 = 1/4 ∧ hopP 1 1 = 1/2 ∧
      hopP 1 2 = 1/4 ∧ hopP 2 0 = 0 ∧ hopP 2 1 = 1/2 ∧ hopP 2 2 = 1/2 :=
    ⟨rfl, rfl, rfl, rfl, rfl, rfl, rfl, rfl, rfl⟩
  have hPi : hopPi 0 = 1/4 ∧ hopPi 1 = 1/2 ∧ hopPi 2 = 1/4 := ⟨rfl, rfl, rfl⟩
  have hQ : hopQ 0 = 0 ∧ hopQ 1 = 1/2 ∧ hopQ 2 = 1 := ⟨rfl, rfl, rfl⟩
  have all3 : ∀ p : Fin 3 → Prop, p 0 → p 1 → p 2 → ∀ i, p i := by
    intro p h0 h1 h2 i
    fin_cases i
    exacts [h0, h1, h2]
  refine ⟨⟨?_, ?_, ?_, ?_⟩, ⟨⟨?_, ?_⟩, ?_⟩, ?_⟩
  · intro i
    fin_cases i <;> norm_num [hopPi]
  · intro i j
    fin_cases i <;> fin_cases j <;> norm_num [hopP]
  · refine all3 _ ?_ ?_ ?_ <;> norm_num [hP, Fin.sum_univ_three]
  · intro i j
    fin_cases i <;> fin_cases j <;> norm_num [hopP, hopPi]
  · intro i
    fin_cases i <;> norm_num [hopQ]
  · intro i hi
    exact (congrArg hopQ (Finset.mem_singleton.mp hi)).trans rfl
  · refine all3 _ ?_ ?_ ?_
    · intro hA _
      exact (hA (Finset.mem_singleton_self _)).elim
    · intro _ _
      norm_num [hP, hQ, Fin.sum_univ_three]
    · intro _ hB
      exact (hB (Finset.mem_singleton_self _)).elim
  · norm_num [energy, hP, hPi, hQ, Fin.sum_univ_three]

end

end CommittorDirichletPrinciple
```

With $A=\{0\}$ and $B=\{2\}$, detailed balance holds because $\pi_0P_{01}=\pi_1P_{10}=\tfrac18$ and $\pi_1P_{12}=\pi_2P_{21}=\tfrac18$. The one committor equation reads
$$\tfrac14\cdot0+\tfrac12\cdot\tfrac12+\tfrac14\cdot1=\tfrac12 .$$
Each of the two links contributes $\tfrac18\cdot(\tfrac12)^2=\tfrac1{32}$ to the energy, so $E(q)=\tfrac1{16}$. The sum over $A$ gives the same number, $\pi_0P_{01}q_1=\tfrac14\cdot\tfrac12\cdot\tfrac12$.

Lean goes through the states with `fin_cases` or the helper `all3`, and `norm_num` does the arithmetic.

```lean
#print axioms CommittorDirichletPrinciple.committor_of_minimizer
#print axioms CommittorDirichletPrinciple.energy_eq_iff
```

```
'CommittorDirichletPrinciple.committor_of_minimizer' depends on axioms: [propext, Classical.choice, Quot.sound]
'CommittorDirichletPrinciple.energy_eq_iff' depends on axioms: [propext, Classical.choice, Quot.sound]
```
